# Total energy of n pairs in one degenerate level from the Richardson equations

Take two pairs in a single degenerate level. Let $g \neq 0$ be the pairing strength, positive for attraction, $\Omega$ the number of pair states in the level, and $E_0, E_1$ the two pair energies, measured from the energy of an unperturbed pair. If they are distinct and nonzero, the Richardson equations read

$$\frac1g + \frac{2}{E_1-E_0} = -\frac{\Omega}{E_0}, \qquad \frac1g + \frac{2}{E_0-E_1} = -\frac{\Omega}{E_1}.$$

Multiply the first by $E_0$, the second by $E_1$, and add. The interaction terms combine to $2(E_0-E_1)/(E_1-E_0) = -2$, and the right-hand sides add to $-2\Omega$. Hence $E_0+E_1 = -2g(\Omega-1)$, and the total energy is known before either pair energy is.

## The total energy and the second moment

For $n$ pairs with energies $E_a$, $a = 0,\dots,n-1$, the equations are

$$\frac1g + \sum_{b\neq a}\frac{2}{E_b-E_a} = -\frac{\Omega}{E_a}.$$

Every solution with $g\neq0$ and distinct, nonzero $E_a$ satisfies

$$\sum_a E_a = -g\,n(\Omega-n+1),$$

$$\sum_a E_a^2 = g^2 n(\Omega-n+1)(\Omega-2n+2).$$

If $g$ and $\Omega$ are real, $n\ge2$ and $\Omega>n-1$, at least one pair energy has a nonzero imaginary part.

## Checking a Richardson solver in the one-level limit

A solver for the constant-strength pairing model normally handles many levels. Setting all its level energies equal reduces it to the equations above, with $\Omega$ the total number of pair states. The total energy of every solution with distinct, nonzero pair energies is then available in closed form. For $g>0$ it is the ground-state energy. The pairing Hamiltonian of the level has other eigenvalues as well, and the formula does not apply to them: one pair with $\Omega\ge2$ can also have energy 0, which is the excluded value $E_0=0$. If the code uses absolute energies and the level lies at single-particle energy $\varepsilon$, subtract $2\varepsilon$ from each pair energy before comparing.

Suppose the code evaluates the residuals

$$r_a = \frac1g+\sum_{b\ne a}\frac{2}{E_b-E_a}+\frac{\Omega}{E_a}.$$

The multiplication used for two pairs also works before convergence, and for distinct, nonzero $E_a$ it gives

$$\sum_a E_a + g\,n(\Omega-n+1) = g\sum_a E_a r_a.$$

The error of the total energy is therefore a weighted sum of residuals. If the reported residuals are small and the total is still wrong, the residual routine itself is suspect. With the interaction coefficient 1 in place of 2, for instance, a converged run returns $-g\,n(\Omega-(n-1)/2)$. A run with one pair does not reveal this error, because the interaction sum is then empty.

The statement about imaginary parts affects the starting point. For real $g$ and $\Omega$, a Newton iteration that starts from real values stays real, so in the one-level case with $n\ge2$ and $\Omega>n-1$ it cannot converge to an admissible solution. The iteration needs complex starting values.

## Weighted sums of the equations

Choose any weights $w_a$, multiply equation $a$ by $w_a$, and sum over $a$. In the interaction term, write the 2 as two equal halves and exchange the labels $a$ and $b$ in one of them:

$$\sum_a w_a\sum_{b\ne a}\frac{2}{E_b-E_a}
=\sum_a\sum_{b\neq a}\left(\frac{w_a}{E_b-E_a}+\frac{w_b}{E_a-E_b}\right)
=-\sum_a\sum_{b\ne a}\frac{w_a-w_b}{E_a-E_b}.$$

The weighted equations become

$$\frac1g\sum_a w_a-\sum_a\sum_{b\ne a}\frac{w_a-w_b}{E_a-E_b}=-\Omega\sum_a\frac{w_a}{E_a}.$$

For $w_a=E_a$ every quotient in the double sum is 1, and there are $n(n-1)$ ordered pairs of different labels. On the right, $\sum_a E_a/E_a=n$. Thus

$$\frac1g\sum_aE_a-n(n-1)=-\Omega n,$$

and multiplication by $g$ gives the total energy.

For $w_a=E_a^2$ the quotient is $E_a+E_b$. Each energy appears $2(n-1)$ times in the double sum, so

$$\frac1g\sum_aE_a^2-2(n-1)\sum_aE_a=-\Omega\sum_aE_a.$$

This gives $\sum_aE_a^2=-g(\Omega-2n+2)\sum_aE_a$, and inserting the total energy yields the second moment.

Now let $g$ and $\Omega$ be real and suppose that all $E_a$ are real. The Cauchy-Schwarz inequality requires $\left(\sum_aE_a\right)^2\le n\sum_aE_a^2$. The two moments give

$$n\sum_aE_a^2-\Big(\sum_aE_a\Big)^2=-g^2n^2(\Omega-n+1)(n-1),$$

which is negative for $n\ge2$ and $\Omega>n-1$. This is a contradiction, so the energies are not all real.

A concrete case is $n=2$, $g=1$, $\Omega=5$, with $E_0=-4+2i$ and $E_1=-4-2i$. Their sum is $-8$ and the sum of their squares is $24$, as the formulas require.

## The derivation in Lean

The file follows the same route. `sum_others` writes a sum over $b\ne a$ as the full sum minus one term, and `sum_exchange` swaps the labels in the double sum. `weighted_interaction` carries out the splitting into halves in a `calc` chain, and `weighted_richardson` inserts the result into the weighted equations.

In `total_energy` and `second_moment`, the step `hd` evaluates the double sum and `hn` the sum on the right. The closing `linear_combination` multiplies by $g$ and collects terms; for the second moment it also inserts the total energy.

`exists_nonreal_pair_energy` assumes that all imaginary parts vanish, transfers both moments to the real parts, and applies Cauchy-Schwarz as `sq_sum_le_card_mul_sum_sq`. Then `nlinarith` derives the contradiction from the strictly positive product `pos`. `richardson_witness` verifies the two-pair example by direct complex arithmetic.

```lean
import Mathlib

open Finset

namespace DegenerateRichardson

/-- The Richardson equations for `n` pair energies `E a` in a single degenerate level, with
coupling `g` and pair degeneracy `Ω`. Energies are measured from that of an unperturbed pair;
the domain is `g ≠ 0` and distinct, nonzero `E a`. -/
def IsRichardson {n : ℕ} (g Ω : ℂ) (E : Fin n → ℂ) : Prop :=
  ∀ a, 1 / g + ∑ b ∈ univ.erase a, 2 / (E b - E a) = -Ω / E a

/-- A sum over all pairs other than `a` is the full sum minus the term of `a`. -/
theorem sum_others {n : ℕ} (f : Fin n → ℂ) (a : Fin n) :
    ∑ b ∈ univ.erase a, f b = ∑ b, f b - f a := by
  linear_combination Finset.add_sum_erase univ f (mem_univ a)

/-- A double sum over ordered pairs of different labels is unchanged when the two labels
are exchanged. -/
theorem sum_exchange {n : ℕ} (F : Fin n → Fin n → ℂ) :
    ∑ a, ∑ b ∈ univ.erase a, F a b = ∑ a, ∑ b ∈ univ.erase a, F b a := by
  apply Finset.sum_comm'
  intro a b
  simp only [mem_univ, mem_erase, true_and, and_true]
  exact ne_comm

/-- Weighted with `w a` and summed over all pairs, the interaction terms of the Richardson
equations combine into divided differences of the weight. -/
theorem weighted_interaction {n : ℕ} (E w : Fin n → ℂ) :
    ∑ a, w a * ∑ b ∈ univ.erase a, 2 / (E b - E a)
      = -∑ a, ∑ b ∈ univ.erase a, (w a - w b) / (E a - E b) := by
  have hx := sum_exchange (fun a b => w a / (E b - E a))
  calc ∑ a, w a * ∑ b ∈ univ.erase a, 2 / (E b - E a)
      = ∑ a, ∑ b ∈ univ.erase a, w a / (E b - E a)
        + ∑ a, ∑ b ∈ univ.erase a, w a / (E b - E a) := by
        rw [← sum_add_distrib]
        refine sum_congr rfl fun a _ => ?_
        rw [mul_sum, ← sum_add_distrib]
        exact sum_congr rfl fun b _ => by ring
    _ = ∑ a, ∑ b ∈ univ.erase a, w a / (E b - E a)
        + ∑ a, ∑ b ∈ univ.erase a, w b / (E a - E b) := congrArg _ hx
    _ = -∑ a, ∑ b ∈ univ.erase a, (w a - w b) / (E a - E b) := by
        rw [← sum_add_distrib, ← sum_neg_distrib]
        refine sum_congr rfl fun a _ => ?_
        rw [← sum_add_distrib, ← sum_neg_distrib]
        refine sum_congr rfl fun b _ => ?_
        rw [← neg_sub (E a) (E b), div_neg]
        ring

/-- The Richardson equations, multiplied by arbitrary weights `w a` and added up. -/
theorem weighted_richardson {n : ℕ} {g Ω : ℂ} {E : Fin n → ℂ}
    (h : IsRichardson g Ω E) (w : Fin n → ℂ) :
    (∑ a, w a) / g - ∑ a, ∑ b ∈ univ.erase a, (w a - w b) / (E a - E b)
      = -Ω * ∑ a, w a / E a := by
  have hs : ∑ a, w a * (1 / g + ∑ b ∈ univ.erase a, 2 / (E b - E a))
      = ∑ a, w a * (-Ω / E a) := sum_congr rfl fun a _ => by rw [h a]
  have hr : ∑ a, w a * (-Ω / E a) = -Ω * ∑ a, w a / E a := by
    rw [mul_sum]
    exact sum_congr rfl fun a _ => by ring
  simp only [mul_add, sum_add_distrib] at hs
  rw [weighted_interaction, ← sum_mul, hr] at hs
  linear_combination hs

/-- The total energy of `n` pairs in a degenerate level is `-g n (Ω - n + 1)`, for every
solution of the Richardson equations with `g ≠ 0` and distinct, nonzero pair energies. -/
theorem total_energy {n : ℕ} {g Ω : ℂ} {E : Fin n → ℂ} (hg : g ≠ 0)
    (hE : Function.Injective E) (h0 : ∀ a, E a ≠ 0) (h : IsRichardson g Ω E) :
    ∑ a, E a = -g * n * (Ω - n + 1) := by
  have key := weighted_richardson h E
  -- each ordered pair of different labels contributes one
  have hd : ∑ a, ∑ b ∈ univ.erase a, (E a - E b) / (E a - E b) = (n : ℂ) * (n - 1) := by
    have hi : ∀ a, ∑ b ∈ univ.erase a, (E a - E b) / (E a - E b) = (n : ℂ) - 1 := by
      intro a
      rw [sum_congr rfl fun b hb =>
        div_self (sub_ne_zero.2 (hE.ne (ne_of_mem_erase hb).symm)), sum_others (fun _ => 1)]
      simp
    rw [sum_congr rfl fun a _ => hi a]
    simp
    ring
  have hn : ∑ a, E a / E a = (n : ℂ) := by
    rw [sum_congr rfl fun a _ => div_self (h0 a)]
    simp
  rw [hd, hn] at key
  linear_combination g * key - div_mul_cancel₀ (∑ a, E a) hg

/-- The sum of the squared pair energies is `g² n (Ω - n + 1) (Ω - 2n + 2)`, for every
solution with `g ≠ 0` and distinct, nonzero pair energies. -/
theorem second_moment {n : ℕ} {g Ω : ℂ} {E : Fin n → ℂ} (hg : g ≠ 0)
    (hE : Function.Injective E) (h0 : ∀ a, E a ≠ 0) (h : IsRichardson g Ω E) :
    ∑ a, E a ^ 2 = g ^ 2 * n * (Ω - n + 1) * (Ω - 2 * n + 2) := by
  have key := weighted_richardson h (fun a => E a ^ 2)
  -- the divided difference of the square is the sum of the two energies
  have hd : ∑ a, ∑ b ∈ univ.erase a, (E a ^ 2 - E b ^ 2) / (E a - E b)
      = 2 * ((n : ℂ) - 1) * ∑ a, E a := by
    have hi : ∀ a, ∑ b ∈ univ.erase a, (E a ^ 2 - E b ^ 2) / (E a - E b)
        = ((n : ℂ) - 2) * E a + ∑ b, E b := by
      intro a
      have hc : ∀ b ∈ univ.erase a, (E a ^ 2 - E b ^ 2) / (E a - E b) = E a + E b := by
        intro b hb
        rw [div_eq_iff (sub_ne_zero.2 (hE.ne (ne_of_mem_erase hb).symm))]
        ring
      rw [sum_congr rfl hc, sum_others (fun b => E a + E b), sum_add_distrib, sum_const,
        card_univ, Fintype.card_fin, nsmul_eq_mul]
      ring
    rw [sum_congr rfl fun a _ => hi a, sum_add_distrib, ← mul_sum, sum_const,
      card_univ, Fintype.card_fin, nsmul_eq_mul]
    ring
  have hn : ∑ a, E a ^ 2 / E a = ∑ a, E a :=
    sum_congr rfl fun a _ => by rw [div_eq_iff (h0 a)]; ring
  rw [hd, hn] at key
  linear_combination g * key - div_mul_cancel₀ (∑ a, E a ^ 2) hg
    + g * (2 * ((n : ℂ) - 1) - Ω) * total_energy hg hE h0 h

/-- For real `g ≠ 0`, at least two pairs and real `Ω > n - 1`, distinct nonzero pair energies
that solve the Richardson equations cannot all be real. -/
theorem exists_nonreal_pair_energy {n : ℕ} {g Ω : ℝ} {E : Fin n → ℂ} (hg : g ≠ 0)
    (hn : 2 ≤ n) (hΩ : (n : ℝ) - 1 < Ω) (hE : Function.Injective E)
    (h0 : ∀ a, E a ≠ 0) (h : IsRichardson (g : ℂ) (Ω : ℂ) E) :
    ∃ a, (E a).im ≠ 0 := by
  by_contra hcon
  have him : ∀ a, (E a).im = 0 := fun a => by
    by_contra ha
    exact hcon ⟨a, ha⟩
  have hre : ∀ a, ((E a).re : ℂ) = E a := fun a =>
    Complex.ext (by simp) (by simp [him a])
  have hgc : (g : ℂ) ≠ 0 := Complex.ofReal_ne_zero.2 hg
  have e1 : ∑ a, ((E a).re : ℂ) = ∑ a, E a := sum_congr rfl fun a _ => hre a
  have e2 : ∑ a, ((E a).re : ℂ) ^ 2 = ∑ a, E a ^ 2 :=
    sum_congr rfl fun a _ => by rw [hre a]
  have r1 : ∑ a, (E a).re = -g * n * (Ω - n + 1) := by
    apply Complex.ofReal_injective
    push_cast
    linear_combination e1 + total_energy hgc hE h0 h
  have r2 : ∑ a, (E a).re ^ 2 = g ^ 2 * n * (Ω - n + 1) * (Ω - 2 * n + 2) := by
    apply Complex.ofReal_injective
    push_cast
    linear_combination e2 + second_moment hgc hE h0 h
  -- Cauchy-Schwarz for real energies contradicts the two moments
  have cs := sq_sum_le_card_mul_sum_sq (s := univ) (f := fun a => (E a).re)
  rw [card_univ, Fintype.card_fin, r1, r2] at cs
  have hn' : (2 : ℝ) ≤ n := by exact_mod_cast hn
  have p1 : 0 < Ω - n + 1 := by linarith
  have p2 : 0 < (n : ℝ) - 1 := by linarith
  have p3 : 0 < (n : ℝ) := by linarith
  have pos : 0 < g ^ 2 * (n : ℝ) ^ 2 * (Ω - n + 1) * ((n : ℝ) - 1) := by positivity
  nlinarith [pos, cs]

/-- Two pairs with `g = 1` and `Ω = 5`: the energies `-4 + 2i` and `-4 - 2i` are distinct,
nonzero and solve the Richardson equations. -/
theorem richardson_witness :
    IsRichardson 1 5 ![-4 + 2 * Complex.I, -4 - 2 * Complex.I]
      ∧ Function.Injective ![-4 + 2 * Complex.I, -4 - 2 * Complex.I]
      ∧ ∀ a, ![-4 + 2 * Complex.I, -4 - 2 * Complex.I] a ≠ 0 := by
  have ne : ∀ z : ℂ, z.im ≠ 0 → z ≠ 0 := fun z hz h => hz (by simp [h])
  have n1 : -4 + 2 * Complex.I ≠ 0 := ne _ (by norm_num)
  have n2 : -4 - 2 * Complex.I ≠ 0 := ne _ (by norm_num)
  refine ⟨?_, ?_, Fin.forall_fin_two.2 ⟨n1, n2⟩⟩
  · have s0 : univ.erase (0 : Fin 2) = {1} := by decide
    have s1 : univ.erase (1 : Fin 2) = {0} := by decide
    rw [IsRichardson, Fin.forall_fin_two, s0, s1, sum_singleton, sum_singleton]
    change (1 / 1 + 2 / ((-4 - 2 * Complex.I) - (-4 + 2 * Complex.I))
        = -5 / (-4 + 2 * Complex.I)) ∧
      (1 / 1 + 2 / ((-4 + 2 * Complex.I) - (-4 - 2 * Complex.I))
        = -5 / (-4 - 2 * Complex.I))
    have d1 : (-4 - 2 * Complex.I) - (-4 + 2 * Complex.I) ≠ 0 := ne _ (by norm_num)
    have d2 : (-4 + 2 * Complex.I) - (-4 - 2 * Complex.I) ≠ 0 := ne _ (by norm_num)
    have q1 : 2 / ((-4 - 2 * Complex.I) - (-4 + 2 * Complex.I)) = Complex.I / 2 := by
      rw [div_eq_iff d1]
      linear_combination 2 * Complex.I_sq
    have q2 : 2 / ((-4 + 2 * Complex.I) - (-4 - 2 * Complex.I)) = -Complex.I / 2 := by
      rw [div_eq_iff d2]
      linear_combination 2 * Complex.I_sq
    rw [q1, q2, eq_div_iff n1, eq_div_iff n2]
    constructor <;> linear_combination Complex.I_sq
  · intro a b h
    have him := congrArg Complex.im h
    fin_cases a <;> fin_cases b
    · rfl
    · norm_num at him
    · norm_num at him
    · rfl

end DegenerateRichardson
```

```lean
#print axioms DegenerateRichardson.total_energy
-- 'DegenerateRichardson.total_energy' depends on axioms: [propext, Classical.choice, Quot.sound]
#print axioms DegenerateRichardson.exists_nonreal_pair_energy
-- 'DegenerateRichardson.exists_nonreal_pair_energy' depends on axioms: [propext, Classical.choice, Quot.sound]
```

## What holds for every solution, and what is left open

The pair energies are a function `E : Fin n → ℂ`, so the labels run from 0 to $n-1$. The predicate `IsRichardson g Ω E` says that the equation holds for every label `a`, and `univ.erase a` is the set of the other labels. It fixes the sign convention in which positive $g$ is attraction: one pair has $E_0=-g\Omega$.

Three hypotheses accompany the predicate in both moment theorems:

- `hg` says that the coupling is switched on.
- `hE`, injectivity of `E`, says that no two pair energies coincide, which keeps the interaction denominators nonzero.
- `h0` says that no pair energy sits at the unperturbed value, where the level term has a pole.

They are stated separately because Lean assigns the value zero to a division by zero, so the predicate alone would not exclude such points.

The moment theorems allow complex $g$ and $\Omega$ and every $n$, including $n=0$, where both sides vanish. In the physical model $\Omega$ is an integer with $\Omega\ge n$, since each pair state holds at most one pair. The condition $\Omega>n-1$ in the last general theorem is then satisfied. That theorem takes $g$ and $\Omega$ real and guarantees at least one nonreal pair energy; it does not say how many there are.

The theorems describe solutions without constructing them. The explicit example shows that the assumptions are satisfiable for one choice of parameters, but existence for general $n$, $g$ and $\Omega$ is left open. The Richardson equations are the starting point, and neither their derivation from the pairing Hamiltonian nor the identification of $\sum_aE_a$ with an eigenvalue is part of the file. The residual formula and the advice on starting values rest on the short arguments given with them.

The closed forms are also specific to one level. With several distinct levels the right-hand side contains a pole for each of them, the weight $E_a$ no longer cancels them all, and the pair energies can all be real at weak coupling. Agreement in the one-level limit therefore tests the interaction term and the overall signs of a solver, but not its treatment of level spacings.
